# Mean velocity of viscous electron flow in a Gurzhi channel

Electrons driven along a strip of width $W$ by a uniform acceleration $a$ have two simple estimates for their mean drift velocity. The Drude value $a\tau$, with momentum-relaxation time $\tau$, ignores the walls. The Poiseuille value $aW^2/(12\nu)$, with kinematic viscosity $\nu$, ignores momentum loss in the bulk. For hydrodynamic flow with no slip at the walls and $a\ge 0$, each is only an upper bound, and neither states its own error. The exact solution with both mechanisms supplies the errors.

## Claim

Let $y\in[-W/2,W/2]$ run across the channel and let $u(y)$ be the drift velocity along it, with $\nu,\tau,W>0$ and
$$\nu u''-u/\tau=-a,\qquad u(\pm W/2)=0 .$$
Put $D=\sqrt{\nu\tau}$, $x=W/2D$ and $C=\cosh x$. The unique solution and its average $\bar u=\frac1W\int_{-W/2}^{W/2}u\,dy$ are
$$u(y)=a\tau\Big(1-\frac{\cosh(y/D)}{C}\Big),\qquad \bar u=a\tau\Big(1-\frac{2D}{W}\tanh\frac{W}{2D}\Big),$$
with $\bar u\to a\tau$ as $W\to\infty$ and $\bar u\to aW^2/(12\nu)$ as $\tau\to\infty$.

In semiclassical transport $\bar u$ times the carrier charge density is the mean current density, for a steady, linear, no-slip flow with constant $\nu$ and $\tau$. The Gurzhi effect proper is a fall of resistance with rising temperature. It enters through the temperature dependence of $\nu$ and $\tau$, which are free parameters here.

## Derivation

*Existence.* Differentiating gives $u'=-\frac{a\tau}{DC}\sinh(y/D)$ and $u''=-\frac{a\tau}{D^2C}\cosh(y/D)$. Since $\nu\tau/D^2=1$, $\nu u''=-a\cosh(y/D)/C$, while $u/\tau=a-a\cosh(y/D)/C$. The difference is $-a$. At either wall $\cosh(y/D)=C$, because $\cosh$ is even, so $u=0$.

*Uniqueness.* The difference $w$ of two solutions obeys $w''=k^2w$ with $k=1/D$ and vanishes at the walls. The function $F=(w'-kw)e^{ky}$ has $F'=(w''-k^2w)e^{ky}=0$ and is constant inside the channel. The function $H=we^{-ky}$ has $H'=(w'-kw)e^{-ky}$ and vanishes at both walls, so Rolle's theorem gives an interior point $c$ with $w'(c)=kw(c)$. Then $F=0$ everywhere inside, $H'=0$, $H$ equals its value $0$ at the left wall, and $w=0$.

*Mean.* An antiderivative of $u$ is $G=a\tau\,(y-D\sinh(y/D)/C)$, and $G(W/2)-G(-W/2)=a\tau(W-2D\tanh x)$. Hence $\bar u=a\tau\,(x-\tanh x)/x$.

*Bounds.* Write $t=\tanh x$ and $s=x-t$ for $x\ge0$, where $t\ge0$. Three functions vanish at $x=0$ and have nonnegative derivative, so they are nonnegative:
$$s'=t^2,\qquad \Big(\frac{x^3}{3}-s\Big)'=s\,(x+t),$$
$$\Big(s-\frac{x^3}{3}+\frac{2x^5}{15}\Big)'=t^2-x^2+\frac{2x^4}{3}=\Big(\frac{x^3}{3}-s\Big)(x+t)+\frac{x^3s}{3}.$$
Each step uses the ones before it, and the outcome is $x^3/3-2x^5/15\le s\le x^3/3$. Divide by $x>0$ and use $a\tau x^2/3=aW^2/(12\nu)$ and $2x^2/5=W^2/(10\nu\tau)$. For $a\ge0$,
$$\frac{aW^2}{12\nu}\Big(1-\frac{W^2}{10\nu\tau}\Big)\le\bar u\le\frac{aW^2}{12\nu},\qquad a\tau\Big(1-\frac{2D}{W}\Big)\le\bar u\le a\tau,$$
the second pair from $0\le t\le1$.

*Limits.* At $a=1$ the second pair squeezes $\bar u$ as $W\to\infty$ and the first as $\tau\to\infty$. Since $\bar u$ is linear in $a$, both limits hold for every real $a$.

## Formal development

In Lean 4 with Mathlib:

```lean
import Mathlib

open Set Filter Topology

namespace GurzhiChannel

noncomputable section

/-- The Gurzhi length `D = √(ν τ)` for viscosity `ν` and momentum-relaxation time `τ`. -/
def gurzhiLength (ν τ : ℝ) : ℝ := Real.sqrt (ν * τ)
```

`IsChannelFlow` is the boundary-value problem. The velocity is continuous on the closed interval `Icc`, zero at both walls, and has first and second derivatives `u'` and `u''` on the open interval `Ioo`, where the equation holds. Nothing is required of `u'` at the walls. The equation and the no-slip condition are assumed, with no derivation from a Boltzmann equation, so slip and ballistic transport are not covered.

```lean
/-- `u` is a steady flow in the channel `[-W/2, W/2]`: continuous up to the walls, zero at
both walls, and twice differentiable inside with `ν u'' - u/τ = -a`. -/
def IsChannelFlow (ν τ W a : ℝ) (u : ℝ → ℝ) : Prop :=
  ContinuousOn u (Icc (-(W / 2)) (W / 2)) ∧ u (-(W / 2)) = 0 ∧ u (W / 2) = 0 ∧
    ∃ u' u'' : ℝ → ℝ, ∀ y ∈ Ioo (-(W / 2)) (W / 2),
      HasDerivAt u (u' y) y ∧ HasDerivAt u' (u'' y) y ∧ ν * u'' y - u y / τ = -a

/-- The velocity profile `a τ (1 - cosh(y/D) / cosh(W/2D))`. -/
def profile (ν τ W a : ℝ) : ℝ → ℝ := fun y =>
  a * τ * (1 - Real.cosh (y / gurzhiLength ν τ) / Real.cosh (W / (2 * gurzhiLength ν τ)))

/-- The average of a velocity field across the channel `[-W/2, W/2]`. -/
def meanVelocity (W : ℝ) (u : ℝ → ℝ) : ℝ := 1 / W * ∫ y in (-(W / 2))..(W / 2), u y

/-- The Gurzhi length is positive and `D² = ν τ`. -/
theorem gurzhiLength_spec {ν τ : ℝ} (hν : 0 < ν) (hτ : 0 < τ) :
    0 < gurzhiLength ν τ ∧ gurzhiLength ν τ ^ 2 = ν * τ :=
  ⟨Real.sqrt_pos.2 (mul_pos hν hτ), Real.sq_sqrt (mul_pos hν hτ).le⟩
```

The homogeneous lemma is the uniqueness argument on any interval with ends `l < r` and for any real `k`, with `p` standing for $w'$. The helper `const` uses the mean value theorem to turn a zero derivative into equal end values. `hF` and `hH` are the derivatives of $F$ and $H$, and `exists_hasDerivAt_eq_zero` is Rolle's theorem. `hFc` compares $F$ only between interior points, since `p` need not be continuous at the ends; $H$ contains only $w$ and reaches them.

```lean
/-- A solution of `w'' = k² w` that vanishes at both ends of an interval vanishes on it. -/
theorem homogeneous_eq_zero {k l r : ℝ} (hlr : l < r) {w p : ℝ → ℝ}
    (hc : ContinuousOn w (Icc l r)) (hl : w l = 0) (hr : w r = 0)
    (hw : ∀ y ∈ Ioo l r, HasDerivAt w (p y) y)
    (hp : ∀ y ∈ Ioo l r, HasDerivAt p (k ^ 2 * w y) y) : ∀ y ∈ Icc l r, w y = 0 := by
  have const : ∀ (f : ℝ → ℝ) (s t : ℝ), s ≤ t → ContinuousOn f (Icc s t) →
      (∀ x ∈ Ioo s t, HasDerivAt f 0 x) → f t = f s := by
    intro f s t hst hf hd
    rcases hst.eq_or_lt with h | h
    · rw [h]
    · obtain ⟨c, -, hs⟩ := exists_hasDerivAt_eq_slope f (fun _ => 0) h hf hd
      have h0 : (f t - f s) / (t - s) = 0 := hs.symm
      exact sub_eq_zero.1 ((div_eq_zero_iff.1 h0).resolve_right (sub_pos.2 h).ne')
  have he : ∀ m y : ℝ, HasDerivAt (fun y => Real.exp (m * y)) (Real.exp (m * y) * m) y :=
    fun m y => ((hasDerivAt_id' y).const_mul m).exp.congr_deriv (by ring)
  -- first integral `(w' - k w) e^{k y}`
  have hF : ∀ y ∈ Ioo l r, HasDerivAt (fun y => (p y - k * w y) * Real.exp (k * y)) 0 y :=
    fun y hy => (((hp y hy).fun_sub ((hw y hy).const_mul k)).fun_mul (he k y)).congr_deriv
      (by ring)
  have hFc : ∀ s ∈ Ioo l r, ∀ t ∈ Ioo l r, s ≤ t →
      (p t - k * w t) * Real.exp (k * t) = (p s - k * w s) * Real.exp (k * s) :=
    fun s hs t ht hst => const (fun y => (p y - k * w y) * Real.exp (k * y)) s t hst
      (fun x hx => (hF x ⟨hs.1.trans_le hx.1, hx.2.trans_lt ht.2⟩).continuousAt.continuousWithinAt)
      (fun x hx => hF x ⟨hs.1.trans hx.1, hx.2.trans ht.2⟩)
  have hH : ∀ y ∈ Ioo l r, HasDerivAt (fun y => w y * Real.exp (-k * y))
      ((p y - k * w y) * Real.exp (-k * y)) y :=
    fun y hy => ((hw y hy).fun_mul (he (-k) y)).congr_deriv (by ring)
  have hg : ContinuousOn (fun y => Real.exp (-k * y)) (Icc l r) :=
    fun y _ => (he (-k) y).continuousAt.continuousWithinAt
  have hHc : ContinuousOn (fun y => w y * Real.exp (-k * y)) (Icc l r) := hc.mul hg
  -- Rolle for `w e^{-k y}` makes the first integral vanish
  obtain ⟨c, hcm, hc0⟩ := exists_hasDerivAt_eq_zero hlr hHc (by simp [hl, hr]) hH
  have hc1 : p c - k * w c = 0 := (mul_eq_zero.1 hc0).resolve_right (Real.exp_pos _).ne'
  have hz : ∀ y ∈ Ioo l r, p y - k * w y = 0 := by
    intro y hy
    have : (p y - k * w y) * Real.exp (k * y) = 0 := by
      rcases le_total c y with h | h
      · rw [hFc c hcm y hy h, hc1, zero_mul]
      · rw [← hFc y hy c hcm h, hc1, zero_mul]
    exact (mul_eq_zero.1 this).resolve_right (Real.exp_pos _).ne'
  intro y hy
  have h : w y * Real.exp (-k * y) = w l * Real.exp (-k * l) :=
    const (fun y => w y * Real.exp (-k * y)) l y hy.1 (hHc.mono (Icc_subset_Icc_right hy.2))
      (fun x hx => (hH x ⟨hx.1, hx.2.trans_le hy.2⟩).congr_deriv
        (by rw [hz x ⟨hx.1, hx.2.trans_le hy.2⟩, zero_mul]))
  rw [hl, zero_mul] at h
  exact (mul_eq_zero.1 h).resolve_right (Real.exp_pos _).ne'
```

Existence supplies the two derivatives above as witnesses. The three closing goals are the left wall, the right wall and the equation, the last after substituting $\nu=D^2/\tau$ (`hν'`).

```lean
/-- The cosh profile is a steady channel flow. -/
theorem profile_isChannelFlow {ν τ : ℝ} (hν : 0 < ν) (hτ : 0 < τ) (W a : ℝ) :
    IsChannelFlow ν τ W a (profile ν τ W a) := by
  obtain ⟨hpos, hsq⟩ := gurzhiLength_spec hν hτ
  obtain ⟨D, hD⟩ : ∃ D, D = gurzhiLength ν τ := ⟨_, rfl⟩
  rw [← hD] at hpos hsq
  obtain ⟨C, hC⟩ : ∃ C, C = Real.cosh (W / (2 * D)) := ⟨_, rfl⟩
  have hprof : profile ν τ W a = fun y => a * τ * (1 - Real.cosh (y / D) / C) := by
    subst hC; subst hD; rfl
  have hC0 : C ≠ 0 := by rw [hC]; exact (Real.cosh_pos _).ne'
  have hD0 := hpos.ne'
  have hτ0 := hτ.ne'
  have hν' : ν = D ^ 2 / τ := by rw [hsq]; field_simp
  have hd : ∀ y : ℝ, HasDerivAt (fun y => y / D) (1 / D) y :=
    fun y => (hasDerivAt_id' y).div_const D
  have hu : ∀ y, HasDerivAt (fun y => a * τ * (1 - Real.cosh (y / D) / C))
      (-(a * τ / (D * C)) * Real.sinh (y / D)) y :=
    fun y => ((((hd y).cosh.div_const C).const_sub 1).const_mul (a * τ)).congr_deriv (by ring)
  unfold IsChannelFlow
  rw [hprof]
  refine ⟨fun y _ => (hu y).continuousAt.continuousWithinAt, ?_, ?_,
    fun y => -(a * τ / (D * C)) * Real.sinh (y / D),
    fun y => -(a * τ / (D * C)) * (Real.cosh (y / D) * (1 / D)),
    fun y _ => ⟨hu y, (hd y).sinh.const_mul _, ?_⟩⟩ <;> beta_reduce
  · rw [show -(W / 2) / D = -(W / (2 * D)) by ring, Real.cosh_neg, ← hC, div_self hC0]; ring
  · rw [show W / 2 / D = W / (2 * D) by ring, ← hC, div_self hC0]; ring
  · generalize Real.cosh (y / D) = c
    rw [hν']; field_simp; ring
```

Uniqueness compares an arbitrary flow with the profile. Subtracting the two equations by `linear_combination` gives `hp`, which is $w''=w/D^2$. An easy mistake is to state the conclusion as `u` equal to the profile as functions. That is false: `u` is defined on all of `ℝ` but constrained only in the channel, and changing it outside leaves `IsChannelFlow` true. The conclusion is therefore `EqOn` on the closed interval.

```lean
/-- Every steady channel flow equals the cosh profile throughout the channel. -/
theorem channelFlow_unique {ν τ W a : ℝ} (hν : 0 < ν) (hτ : 0 < τ) (hW : 0 < W) {u : ℝ → ℝ}
    (hu : IsChannelFlow ν τ W a u) : EqOn u (profile ν τ W a) (Icc (-(W / 2)) (W / 2)) := by
  obtain ⟨uc, ul, ur, u', u'', h1⟩ := hu
  obtain ⟨vc, vl, vr, v', v'', h2⟩ := profile_isChannelFlow hν hτ W a
  -- the difference obeys `w'' = w / D²`
  have hp : ∀ y ∈ Ioo (-(W / 2)) (W / 2), HasDerivAt (fun y => u' y - v' y)
      ((1 / gurzhiLength ν τ) ^ 2 * (u y - profile ν τ W a y)) y := by
    intro y hy
    refine ((h1 y hy).2.1.fun_sub (h2 y hy).2.1).congr_deriv ?_
    have : u'' y - v'' y = (u y - profile ν τ W a y) / τ / ν := by
      rw [eq_div_iff hν.ne']; linear_combination (h1 y hy).2.2 - (h2 y hy).2.2
    rw [this, div_pow, one_pow, (gurzhiLength_spec hν hτ).2]; ring
  intro y hy
  exact sub_eq_zero.1 (homogeneous_eq_zero (w := fun y => u y - profile ν τ W a y)
    (p := fun y => u' y - v' y) (by linarith) (uc.sub vc) (sub_eq_zero.2 (ul.trans vl.symm))
    (sub_eq_zero.2 (ur.trans vr.symm)) (fun y hy => (h1 y hy).1.fun_sub (h2 y hy).1) hp y hy)
```

The mean is stated for any channel flow and any real `a`. `hG` shows that $G$ has derivative `u y` on the closed channel, where uniqueness replaces `u` by the profile, and `intervalIntegral.integral_eq_sub_of_hasDerivAt` evaluates the integral.

```lean
/-- The mean velocity of a steady channel flow is `a τ (1 - (2D/W) tanh(W/2D))`. -/
theorem meanVelocity_eq {ν τ W a : ℝ} (hν : 0 < ν) (hτ : 0 < τ) (hW : 0 < W) {u : ℝ → ℝ}
    (hu : IsChannelFlow ν τ W a u) : meanVelocity W u =
      a * τ * (1 - 2 * gurzhiLength ν τ / W * Real.tanh (W / (2 * gurzhiLength ν τ))) := by
  have hD0 := (gurzhiLength_spec hν hτ).1.ne'
  obtain ⟨D, hD⟩ : ∃ D, D = gurzhiLength ν τ := ⟨_, rfl⟩
  rw [← hD] at hD0 ⊢
  obtain ⟨C, hC⟩ : ∃ C, C = Real.cosh (W / (2 * D)) := ⟨_, rfl⟩
  have hC0 : C ≠ 0 := by rw [hC]; exact (Real.cosh_pos _).ne'
  have hW0 := hW.ne'
  have hI : uIcc (-(W / 2)) (W / 2) = Icc (-(W / 2)) (W / 2) := uIcc_of_le (by linarith)
  have hG : ∀ y ∈ uIcc (-(W / 2)) (W / 2),
      HasDerivAt (fun y => a * τ * (y - D * Real.sinh (y / D) / C)) (u y) y := by
    intro y hy
    have hy' : u y = a * τ * (1 - Real.cosh (y / D) / C) := by
      rw [hC, hD]; exact channelFlow_unique hν hτ hW hu (hI ▸ hy)
    refine (((hasDerivAt_id' y).fun_sub (((((hasDerivAt_id' y).div_const D).sinh).const_mul
      D).div_const C)).const_mul (a * τ)).congr_deriv ?_
    have : ∀ c : ℝ, D * (c * (1 / D)) = c := fun c => by field_simp
    rw [hy', this]
  have hcu : ContinuousOn u (uIcc (-(W / 2)) (W / 2)) := by rw [hI]; exact hu.1
  rw [meanVelocity, intervalIntegral.integral_eq_sub_of_hasDerivAt hG hcu.intervalIntegrable]
  rw [show -(W / 2) / D = -(W / (2 * D)) by ring, show W / 2 / D = W / (2 * D) by ring,
    Real.sinh_neg, Real.tanh_eq_sinh_div_cosh, ← hC]
  generalize Real.sinh (W / (2 * D)) = S
  field_simp
  ring
```

The helper `mono` says that a function vanishing at $0$ with nonnegative derivative stays nonnegative, and `a1`, `a2`, `a3` are its three uses. The products handed to `nlinarith` are those in the factorisations above.

```lean
/-- For `x ≥ 0`, `x³/3 - 2x⁵/15 ≤ x - tanh x ≤ x³/3`. -/
theorem sub_tanh_bounds {x : ℝ} (hx : 0 ≤ x) :
    x ^ 3 / 3 - 2 * x ^ 5 / 15 ≤ x - Real.tanh x ∧ x - Real.tanh x ≤ x ^ 3 / 3 := by
  have mono : ∀ f f' : ℝ → ℝ, f 0 = 0 → (∀ y, HasDerivAt f (f' y) y) →
      (∀ y, 0 ≤ y → 0 ≤ f' y) → ∀ y, 0 ≤ y → 0 ≤ f y := by
    intro f f' h0 hd hf' y hy
    rcases hy.eq_or_lt with h | h
    · rw [← h, h0]
    · obtain ⟨c, hc, hs⟩ := exists_hasDerivAt_eq_slope f f' h
        (fun z _ => (hd z).continuousAt.continuousWithinAt) (fun z _ => hd z)
      have := hf' c hc.1.le
      rwa [hs, h0, sub_zero, sub_zero, le_div_iff₀ h, zero_mul] at this
  have hT : ∀ y, HasDerivAt Real.tanh (1 - Real.tanh y ^ 2) y := by
    intro y
    have hf : Real.tanh = fun x => Real.sinh x / Real.cosh x :=
      funext Real.tanh_eq_sinh_div_cosh
    have hne := (Real.cosh_pos y).ne'
    rw [Real.tanh_eq_sinh_div_cosh y, hf]
    exact ((Real.hasDerivAt_sinh y).fun_div (Real.hasDerivAt_cosh y) hne).congr_deriv
      (by field_simp)
  -- `(y - tanh y)' = tanh² y`
  have hS : ∀ y, HasDerivAt (fun y => y - Real.tanh y) (Real.tanh y ^ 2) y :=
    fun y => ((hasDerivAt_id' y).fun_sub (hT y)).congr_deriv (by ring)
  have h3 : ∀ y : ℝ, HasDerivAt (fun y : ℝ => y ^ 3 / 3) (y ^ 2) y :=
    fun y => ((hasDerivAt_pow 3 y).div_const 3).congr_deriv (by norm_num)
  have h5 : ∀ y : ℝ, HasDerivAt (fun y : ℝ => 2 * y ^ 5 / 15) (2 * y ^ 4 / 3) y :=
    fun y => (((hasDerivAt_pow 5 y).const_mul 2).div_const 15).congr_deriv
      (by norm_num; ring)
  have a0 : ∀ y, 0 ≤ y → 0 ≤ y + Real.tanh y := fun y hy => add_nonneg hy (by
    rw [Real.tanh_eq_sinh_div_cosh]
    exact div_nonneg (Real.sinh_nonneg_iff.2 hy) (Real.cosh_pos y).le)
  have a1 : ∀ y, 0 ≤ y → 0 ≤ y - Real.tanh y :=
    mono _ _ (by simp) hS (fun y _ => sq_nonneg _)
  have a2 : ∀ y, 0 ≤ y → 0 ≤ y ^ 3 / 3 - (y - Real.tanh y) :=
    mono (fun y => y ^ 3 / 3 - (y - Real.tanh y)) (fun y => y ^ 2 - Real.tanh y ^ 2) (by simp)
      (fun y => (h3 y).fun_sub (hS y))
      (fun y hy => by nlinarith [mul_nonneg (a1 y hy) (a0 y hy)])
  have a3 : ∀ y, 0 ≤ y → 0 ≤ y - Real.tanh y - (y ^ 3 / 3 - 2 * y ^ 5 / 15) :=
    mono (fun y => y - Real.tanh y - (y ^ 3 / 3 - 2 * y ^ 5 / 15))
      (fun y => Real.tanh y ^ 2 - (y ^ 2 - 2 * y ^ 4 / 3)) (by simp)
      (fun y => (hS y).fun_sub ((h3 y).fun_sub (h5 y)))
      (fun y hy => by
        nlinarith [mul_nonneg (a2 y hy) (a0 y hy), mul_nonneg (pow_nonneg hy 3) (a1 y hy)])
  exact ⟨by linarith [a3 x hx], by linarith [a2 x hx]⟩
```

`E1` to `E3` rewrite the claim in terms of $x$, and `k1` to `k4` are the four inequalities for $1-t/x$. The hypothesis `ha` allows multiplying them by $a\tau$. For $a>0$ the lower bounds are negative, and so uninformative, when $W<2D$ or $W^2>10\nu\tau$ respectively.

```lean
/-- For `a ≥ 0` the mean velocity lies between `a τ (1 - 2D/W)` and `a τ`, and between
`a W²/(12ν) (1 - W²/(10ντ))` and `a W²/(12ν)`. -/
theorem meanVelocity_bounds {ν τ W a : ℝ} (hν : 0 < ν) (hτ : 0 < τ) (hW : 0 < W) (ha : 0 ≤ a)
    {u : ℝ → ℝ} (hu : IsChannelFlow ν τ W a u) :
    (a * τ * (1 - 2 * gurzhiLength ν τ / W) ≤ meanVelocity W u ∧ meanVelocity W u ≤ a * τ) ∧
    (a * W ^ 2 / (12 * ν) * (1 - W ^ 2 / (10 * ν * τ)) ≤ meanVelocity W u ∧
      meanVelocity W u ≤ a * W ^ 2 / (12 * ν)) := by
  obtain ⟨hpos, hsq⟩ := gurzhiLength_spec hν hτ
  obtain ⟨D, hD⟩ : ∃ D, D = gurzhiLength ν τ := ⟨_, rfl⟩
  rw [← hD] at hpos hsq
  obtain ⟨x, hx⟩ : ∃ x, x = W / (2 * D) := ⟨_, rfl⟩
  have hx0 : 0 < x := by rw [hx]; positivity
  have hν' : ν = D ^ 2 / τ := by rw [hsq]; field_simp
  -- everything in terms of `x = W / 2D`
  have E1 : 2 * D / W = 1 / x := by rw [hx]; field_simp
  have E2 : a * W ^ 2 / (12 * ν) = a * τ * (x ^ 2 / 3) := by rw [hx, hν']; field_simp <;> ring
  have E3 : W ^ 2 / (10 * ν * τ) = 2 * x ^ 2 / 5 := by rw [hx, hν']; field_simp <;> ring
  rw [meanVelocity_eq hν hτ hW hu, ← hD, ← hx, E1, E2, E3]
  obtain ⟨b1, b2⟩ := sub_tanh_bounds hx0.le
  have t0 : 0 ≤ Real.tanh x := by
    rw [Real.tanh_eq_sinh_div_cosh]
    exact div_nonneg (Real.sinh_nonneg_iff.2 hx0.le) (Real.cosh_pos x).le
  have t1 : Real.tanh x ≤ 1 := by
    rw [Real.tanh_eq_sinh_div_cosh, div_le_one (Real.cosh_pos x)]
    linarith [Real.cosh_sub_sinh x, Real.exp_pos (-x)]
  generalize Real.tanh x = t at b1 b2 t0 t1 ⊢
  have hi : 0 ≤ 1 / x := by positivity
  have e : 1 - 1 / x * t = (x - t) / x := by field_simp
  have k1 : 1 - 1 / x ≤ 1 - 1 / x * t := by linarith [mul_le_of_le_one_right hi t1]
  have k2 : 1 - 1 / x * t ≤ 1 := by linarith [mul_nonneg hi t0]
  have k3 : x ^ 2 / 3 * (1 - 2 * x ^ 2 / 5) ≤ 1 - 1 / x * t := by
    rw [e, le_div_iff₀ hx0]; nlinarith
  have k4 : 1 - 1 / x * t ≤ x ^ 2 / 3 := by rw [e, div_le_iff₀ hx0]; nlinarith
  have hat : 0 ≤ a * τ := mul_nonneg ha hτ.le
  exact ⟨⟨mul_le_mul_of_nonneg_left k1 hat, mul_le_of_le_one_right hat k2⟩,
    by rw [mul_assoc (a * τ)]; exact mul_le_mul_of_nonneg_left k3 hat,
    mul_le_mul_of_nonneg_left k4 hat⟩
```

Both limits are stated for the mean of `profile`, which by `meanVelocity_eq` is the mean of every channel flow with the same parameters. In the first, $\nu$ and $\tau$ are fixed. `hl` is the limit of the lower bound, `h1` is the squeeze at $a=1$, and `congr'` restores general `a` for positive $W$.

```lean
/-- Wide-channel limit: the mean velocity of the profile tends to `a τ` as `W → ∞`. -/
theorem meanVelocity_tendsto_wide {ν τ : ℝ} (hν : 0 < ν) (hτ : 0 < τ) (a : ℝ) :
    Tendsto (fun W => meanVelocity W (profile ν τ W a)) atTop (𝓝 (a * τ)) := by
  have h0 : Tendsto (fun W : ℝ => 2 * gurzhiLength ν τ / W) atTop (𝓝 0) :=
    tendsto_const_nhds.div_atTop tendsto_id
  have hl := (h0.const_sub 1).const_mul (1 * τ)
  rw [sub_zero, mul_one] at hl
  have hb := fun W (hW : 0 < W) =>
    (meanVelocity_bounds hν hτ hW zero_le_one (profile_isChannelFlow hν hτ W 1)).1
  have h1 := tendsto_of_tendsto_of_tendsto_of_le_of_le' hl tendsto_const_nhds
    ((eventually_gt_atTop 0).mono fun W hW => (hb W hW).1)
    ((eventually_gt_atTop 0).mono fun W hW => (hb W hW).2)
  rw [show a * τ = a * (1 * τ) by ring]
  refine (h1.const_mul a).congr' ?_
  filter_upwards [eventually_gt_atTop 0] with W hW
  rw [meanVelocity_eq hν hτ hW (profile_isChannelFlow hν hτ W 1),
    meanVelocity_eq hν hτ hW (profile_isChannelFlow hν hτ W a)]
  ring
```

In the second, $\nu$ and $W$ are fixed, so $D\to\infty$ along with $\tau$. The proof has the same shape and uses the other pair of bounds.

```lean
/-- Viscous limit: the mean velocity of the profile tends to `a W²/(12ν)` as `τ → ∞`. -/
theorem meanVelocity_tendsto_viscous {ν W : ℝ} (hν : 0 < ν) (hW : 0 < W) (a : ℝ) :
    Tendsto (fun τ => meanVelocity W (profile ν τ W a)) atTop (𝓝 (a * W ^ 2 / (12 * ν))) := by
  have h0 : Tendsto (fun τ : ℝ => W ^ 2 / (10 * ν * τ)) atTop (𝓝 0) :=
    tendsto_const_nhds.div_atTop
      (Tendsto.const_mul_atTop (by positivity : 0 < 10 * ν) tendsto_id)
  have hl := (h0.const_sub 1).const_mul (1 * W ^ 2 / (12 * ν))
  rw [sub_zero, mul_one] at hl
  have hb := fun τ (hτ : 0 < τ) =>
    (meanVelocity_bounds hν hτ hW zero_le_one (profile_isChannelFlow hν hτ W 1)).2
  have h1 := tendsto_of_tendsto_of_tendsto_of_le_of_le' hl tendsto_const_nhds
    ((eventually_gt_atTop 0).mono fun τ hτ => (hb τ hτ).1)
    ((eventually_gt_atTop 0).mono fun τ hτ => (hb τ hτ).2)
  rw [show a * W ^ 2 / (12 * ν) = a * (1 * W ^ 2 / (12 * ν)) by ring]
  refine (h1.const_mul a).congr' ?_
  filter_upwards [eventually_gt_atTop 0] with τ hτ
  rw [meanVelocity_eq hν hτ hW (profile_isChannelFlow hν hτ W 1),
    meanVelocity_eq hν hτ hW (profile_isChannelFlow hν hτ W a)]
  ring

end

end GurzhiChannel
```

```lean
#print axioms GurzhiChannel.meanVelocity_tendsto_wide
#print axioms GurzhiChannel.meanVelocity_tendsto_viscous
```

```
'GurzhiChannel.meanVelocity_tendsto_wide' depends on axioms: [propext, Classical.choice, Quot.sound]
'GurzhiChannel.meanVelocity_tendsto_viscous' depends on axioms: [propext, Classical.choice, Quot.sound]
```
